# A uniform channel with equal backscattering rates in both directions transmits the fraction $\lambda/(\lambda+L)$ of the flux injected at its source

**Q:** To estimate the low-bias conductance of a short transistor channel, I compute the ballistic conductance and multiply it by $\lambda/(\lambda+L)$, where $L$ is the channel length and $\lambda$ the mean free path for backscattering. You say that this factor has been proved formally. From what physics?

**A:** From counting carriers in a steady state. Let $F(x)$ be the flux moving towards the drain at position $x$, and $G(x)$ the flux moving back towards the source, both counted as magnitudes. In a length $dx$, a fraction $dx/\lambda$ of each flux is turned round. The forward flux loses $F\,dx/\lambda$ and gains $G\,dx/\lambda$. The backward flux obeys the same balance, read from right to left. Hence
$$F'=G'=-\frac{F-G}{\lambda}.$$
Unit flux enters at the source, $F(0)=1$, and none at the drain, $G(L)=0$. We want the transmitted flux $F(L)$ and the backscattered flux $G(0)$.

**Q:** Why isn't the answer $e^{-L/\lambda}$?

**A:** That is the flux that has never been turned round. Here a carrier sent back can be turned forward again, which is the $+G/\lambda$ term. The solution takes four steps:

1. Subtracting the equations gives $(F-G)'=0$, so the net flux $J=F-G$ is constant.
2. Then $F'=-J/\lambda$, so $F(x)=1-Jx/\lambda$.
3. At the drain $G(L)=0$, so $F(L)=J$. Therefore $J=1-JL/\lambda$, which gives $F(L)=J=\lambda/(\lambda+L)$.
4. At the source $G(0)=1-J=L/(\lambda+L)$.

**Q:** Real channels are not uniform, and real drains inject carriers too.

**A:** Replace $1/\lambda$ by a position-dependent rate $r(x)$ and write $S=\int_0^L r\,dx$. Step 2 becomes $F(x)=F(0)-J\int_0^x r\,dy$. At the drain, $F(L)=J+G(L)$, so $J(1+S)=F(0)-G(L)$ and
$$J=\frac{F(0)-G(L)}{1+S}.$$
The same factor multiplies the difference between the two injected fluxes, which is what a low-bias conductance needs. For unit injection at the source alone, $F(L)=1/(1+S)$ and $G(0)=S/(1+S)$.

**Q:** Now show me the definition. I suspect that the answer is hidden in it.

**A:** It contains only the two flux equations.

```lean
import Mathlib

open Set

namespace BallisticTransistor

/-- The flux equations of a channel `[0, L]`: the forward flux `F` and the backward flux `G`
both have slope `-r (F - G)`, where `r x` is the backscattering rate per unit length. -/
def IsFluxPair (r : ℝ → ℝ) (L : ℝ) (F G : ℝ → ℝ) : Prop :=
  ∀ x ∈ Icc 0 L,
    HasDerivWithinAt F (-(r x * (F x - G x))) (Icc 0 L) x ∧
    HasDerivWithinAt G (-(r x * (F x - G x))) (Icc 0 L) x
```

`IsFluxPair r L F G` says that at every point of the closed interval `Icc 0 L` both functions have slope $-r(F-G)$. `HasDerivWithinAt` takes the derivative within the channel, so it is one-sided at the contacts, and values outside the channel play no part. All quantities are plain real numbers, without units. The boundary values appear later as separate hypotheses.

**Q:** Then how does Lean obtain the constant net flux?

**A:** As in step 1. The two slopes cancel in the difference, and a function with zero derivative on the interval is constant. Positive length ensures that the derivative within the interval is unique.

```lean
/-- In a channel of positive length the net flux `F - G` is the same at every position. -/
theorem net_flux_conserved {r F G : ℝ → ℝ} {L : ℝ} (hL : 0 < L)
    (h : IsFluxPair r L F G) {x : ℝ} (hx : x ∈ Icc 0 L) :
    F x - G x = F 0 - G 0 := by
  -- the two slopes cancel in the difference
  have hd : ∀ y ∈ Icc 0 L,
      HasDerivWithinAt (fun z => F z - G z) 0 (Icc 0 L) y := fun y hy =>
    ((h y hy).1.fun_sub (h y hy).2).congr_deriv (sub_self _)
  exact constant_of_derivWithin_zero
    (fun y hy => (hd y hy).differentiableWithinAt)
    (fun y hy => (hd y (Ico_subset_Icc_self hy)).derivWithin
      (uniqueDiffOn_Icc hL y (Ico_subset_Icc_self hy))) x hx
```

The next theorem is step 2 for a varying rate. It replaces $F-G$ in the slope by its value at the source and applies the fundamental theorem of calculus on $[0,x]$. At interior points the derivative within the channel is an ordinary derivative. Continuity of `r`, meaning a scattering strength without abrupt jumps, makes the rate integrable.

```lean
/-- For a continuous backscattering rate in a channel of positive length, the forward flux falls
from its value at the source by the net flux times the rate integrated up to `x`. -/
theorem forward_flux_profile {r F G : ℝ → ℝ} {L : ℝ} (hL : 0 < L)
    (hr : ContinuousOn r (Icc 0 L)) (h : IsFluxPair r L F G)
    {x : ℝ} (hx : x ∈ Icc 0 L) :
    F x = F 0 - (F 0 - G 0) * ∫ y in (0 : ℝ)..x, r y := by
  have hsub : Icc 0 x ⊆ Icc 0 L := Icc_subset_Icc_right hx.2
  have hF : ContinuousOn F (Icc 0 L) := fun y hy => (h y hy).1.continuousWithinAt
  -- with the net flux constant, the slope of `F` is a multiple of the known rate `r`
  have hint : ∫ y in (0 : ℝ)..x, -(F 0 - G 0) * r y = F x - F 0 := by
    apply intervalIntegral.integral_eq_sub_of_hasDerivAt_of_le hx.1 (hF.mono hsub)
    · intro y hy
      have hy' : y ∈ Icc 0 L := hsub (Ioo_subset_Icc_self hy)
      have hd := (h y hy').1.hasDerivAt (Icc_mem_nhds hy.1 (hy.2.trans_le hx.2))
      exact hd.congr_deriv (by rw [net_flux_conserved hL h hy']; ring)
    · exact ((hr.mono hsub).intervalIntegrable_of_Icc hx.1).const_mul _
  rw [intervalIntegral.integral_const_mul] at hint
  linear_combination -hint
```

**Q:** And where does the sign of the rate enter?

**A:** In the division by $1+S$. A scattering rate per length is nonnegative, so $S\ge 0$ and the denominator is positive. The proof evaluates the two previous theorems at `L`, as `hP` and `hN`, and combines them linearly.

```lean
/-- For a continuous, nonnegative backscattering rate in a channel of positive length, the net
flux is the difference of the fluxes injected at source and drain, divided by one plus the
integrated rate. -/
theorem net_flux_between_contacts {r F G : ℝ → ℝ} {L : ℝ} (hL : 0 < L)
    (hr : ContinuousOn r (Icc 0 L)) (hpos : ∀ x ∈ Icc 0 L, 0 ≤ r x)
    (h : IsFluxPair r L F G) :
    F 0 - G 0 = (F 0 - G L) / (1 + ∫ x in (0 : ℝ)..L, r x) := by
  have hS : 0 ≤ ∫ x in (0 : ℝ)..L, r x := intervalIntegral.integral_nonneg hL.le hpos
  have hmem : L ∈ Icc 0 L := ⟨hL.le, le_rfl⟩
  have hN := net_flux_conserved hL h hmem
  have hP := forward_flux_profile hL hr h hmem
  rw [eq_div_iff (by linarith)]
  linear_combination hP - hN
```

Setting `F 0 = 1` and `G L = 0` then gives both fluxes: the transmitted one equals the net flux, and the backscattered one is what remains of the unit injected.

```lean
/-- Unit flux enters at the source and none at the drain of a channel of positive length with a
continuous, nonnegative backscattering rate of integral `S`. Then `1 / (1 + S)` is transmitted
and `S / (1 + S)` is backscattered. -/
theorem transmission_nonuniform {r F G : ℝ → ℝ} {L : ℝ} (hL : 0 < L)
    (hr : ContinuousOn r (Icc 0 L)) (hpos : ∀ x ∈ Icc 0 L, 0 ≤ r x)
    (h : IsFluxPair r L F G) (hsource : F 0 = 1) (hdrain : G L = 0) :
    F L = 1 / (1 + ∫ x in (0 : ℝ)..L, r x) ∧
    G 0 = (∫ x in (0 : ℝ)..L, r x) / (1 + ∫ x in (0 : ℝ)..L, r x) := by
  have hS : 0 ≤ ∫ x in (0 : ℝ)..L, r x := intervalIntegral.integral_nonneg hL.le hpos
  have hne : 1 + ∫ x in (0 : ℝ)..L, r x ≠ 0 := by linarith
  have hN := net_flux_conserved hL h (x := L) ⟨hL.le, le_rfl⟩
  have hJ := net_flux_between_contacts hL hr hpos h
  rw [hsource, hdrain] at hN hJ
  rw [eq_div_iff hne] at hJ
  constructor
  · rw [eq_div_iff hne]
    linear_combination (1 + ∫ x in (0 : ℝ)..L, r x) * hN + hJ
  · rw [eq_div_iff hne]
    linear_combination -hJ
```

**Q:** Which theorem is the formula I use?

**A:** The next one. It writes `ℓ` for $\lambda$, because Lean reserves the letter λ for functions. The rate is the constant function `1 / ℓ`, its integral is $L/\lambda$, and the rest is simplification of fractions.

```lean
/-- In a uniform channel of length `L > 0` and mean free path `ℓ > 0` for backscattering, with
unit flux entering at the source and none at the drain, the transmitted flux is `ℓ / (ℓ + L)`
and the backscattered flux is `L / (ℓ + L)`. -/
theorem transmission_uniform {F G : ℝ → ℝ} {L ℓ : ℝ} (hL : 0 < L) (hℓ : 0 < ℓ)
    (h : IsFluxPair (fun _ => 1 / ℓ) L F G) (hsource : F 0 = 1) (hdrain : G L = 0) :
    F L = ℓ / (ℓ + L) ∧ G 0 = L / (ℓ + L) := by
  have hS : ∫ _ in (0 : ℝ)..L, 1 / ℓ = L / ℓ := by
    rw [intervalIntegral.integral_const, smul_eq_mul]
    ring
  obtain ⟨hT, hR⟩ := transmission_nonuniform hL continuousOn_const
    (fun _ _ => by positivity) h hsource hdrain
  -- the integrated rate is the channel length in units of the mean free path
  have hden : 1 + L / ℓ = (ℓ + L) / ℓ := by
    rw [add_div, div_self hℓ.ne']
  simp only [hS, hden] at hT hR
  constructor
  · rw [hT, one_div_div]
  · rw [hR, div_div_div_cancel_right₀ hℓ.ne']
```

Check which mean free path you insert. This one counts only events that reverse a carrier's motion along the channel, so it can differ from the mean distance between all collisions.

**Q:** So at $L=\lambda$ half the carriers get through?

**A:** Yes, and at no other length. Setting the transmitted flux equal to $1/2$ and cross-multiplying leaves $2\lambda=\lambda+L$.

```lean
/-- In a uniform channel of positive length and mean free path, with unit flux entering at the
source and none at the drain, half the flux is transmitted exactly when the channel is one mean
free path long. -/
theorem half_transmission_iff {F G : ℝ → ℝ} {L ℓ : ℝ} (hL : 0 < L) (hℓ : 0 < ℓ)
    (h : IsFluxPair (fun _ => 1 / ℓ) L F G) (hsource : F 0 = 1) (hdrain : G L = 0) :
    F L = 1 / 2 ↔ L = ℓ := by
  rw [(transmission_uniform hL hℓ h hsource hdrain).1,
    div_eq_div_iff (by positivity) (by norm_num)]
  constructor <;> intro h' <;> linarith
```

**Q:** A theorem about all solutions would also be true if there were none.

**A:** There is one for every positive $L$ and $\lambda$:
$$F(x)=\frac{\lambda+L-x}{\lambda+L},\qquad G(x)=\frac{L-x}{\lambda+L}.$$
Their difference is $\lambda/(\lambda+L)$ everywhere, and both have slope $-1/(\lambda+L)$, as the flux equations demand. In the proof, `key` computes the difference and `slope` matches the derivatives. The last two parts of the statement are the boundary values.

```lean
/-- For positive `L` and `ℓ`, the linear profiles `(ℓ + L - x) / (ℓ + L)` and `(L - x) / (ℓ + L)`
solve the flux equations of the uniform channel, with unit flux entering at the source and none
at the drain. -/
theorem fluxPair_witness {L ℓ : ℝ} (hL : 0 < L) (hℓ : 0 < ℓ) :
    IsFluxPair (fun _ => 1 / ℓ) L
      (fun x => (ℓ + L - x) / (ℓ + L)) (fun x => (L - x) / (ℓ + L)) ∧
    (ℓ + L - 0) / (ℓ + L) = 1 ∧ (L - L) / (ℓ + L) = 0 := by
  have hne : ℓ + L ≠ 0 := by positivity
  refine ⟨fun x _ => ?_, by rw [sub_zero, div_self hne], by rw [sub_self, zero_div]⟩
  -- the net flux of the two profiles is `ℓ / (ℓ + L)` at every position
  have key : (ℓ + L - x) / (ℓ + L) - (L - x) / (ℓ + L) = ℓ / (ℓ + L) := by ring
  have slope : -1 / (ℓ + L) =
      -(1 / ℓ * ((ℓ + L - x) / (ℓ + L) - (L - x) / (ℓ + L))) := by
    rw [key, one_div, ← mul_div_assoc, inv_mul_cancel₀ hℓ.ne', neg_div]
  exact ⟨(((hasDerivAt_id' x).const_sub (ℓ + L)).div_const
      (ℓ + L)).hasDerivWithinAt.congr_deriv slope,
    (((hasDerivAt_id' x).const_sub L).div_const
      (ℓ + L)).hasDerivWithinAt.congr_deriv slope⟩

end BallisticTransistor
```

```lean
#print axioms BallisticTransistor.transmission_uniform
#print axioms BallisticTransistor.half_transmission_iff
```

```
'BallisticTransistor.transmission_uniform' depends on axioms: [propext, Classical.choice, Quot.sound]
'BallisticTransistor.half_transmission_iff' depends on axioms: [propext, Classical.choice, Quot.sound]
```

**Q:** What must I still justify for my transistor?

**A:** That its carriers obey these equations, with one rate for both directions. At low bias, in a channel whose potential is nearly flat, this is a reasonable description. A strong field along the channel, such as a large drain bias produces, pushes carriers in one direction, and the two rates generally differ.

**Q:** And the quantum mechanics?

**A:** The result supplies the transmission factor in a Landauer estimate of conductance, for incoherent scattering described by a single mean free path. Interference between scattered waves is absent from the model, so the formula can fail in a phase-coherent wire.
